# At fixed drain bias, the top-of-barrier model of a ballistic transistor has one self-consistent barrier per gate term, which never moves more than that term

## Does the barrier equation have exactly one solution?

At each gate voltage in a ballistic transistor calculation with fixed source and drain voltages, I solve

\[
U = L + c\,N(U)
\]

for the electron energy \(U\) at the top of the barrier, and then compute the current from \(U\). Here the gate term \(L\) is the barrier energy without mobile charge, \(N(U)\) is the mobile charge at the barrier, counted in electrons, and \(c\) is the charging energy per electron. My root finder always returns a number, but that doesn't tell me that the number is the only solution.

I expect that if \(N\) is continuous and nonincreasing and \(c\ge 0\), there is exactly one solution for each \(L\), and that charge screens the gate: raising \(L\) raises \(U\) by no more than the same amount. Can this be made rigorous and machine-checked, preferably for the actual ballistic charge too?

## Yes, because a higher barrier holds no more charge

**Screening and uniqueness.** Let \(U_1\) and \(U_2\) solve the equation at \(L_1\le L_2\). Subtracting the two equations gives

\[
U_2-U_1=(L_2-L_1)+c\,[N(U_2)-N(U_1)].
\]

If \(U_2<U_1\), then \(N(U_2)\ge N(U_1)\), so the right side is nonnegative, a contradiction. Hence \(U_1\le U_2\). Now \(N(U_2)\le N(U_1)\), so the charge term is at most zero and

\[
0\le U_2-U_1\le L_2-L_1 .
\]

With \(L_1=L_2\) this forces \(U_1=U_2\), which is uniqueness.

**Existence.** Put \(g(u)=u-cN(u)\) and \(a=L+cN(L)\). A solution is a point where \(g(u)=L\). If \(cN(L)\ge0\), then \(g(L)=L-cN(L)\le L\). Also \(a\ge L\), so \(N(a)\le N(L)\) and \(g(a)=L+c[N(L)-N(a)]\ge L\). If \(cN(L)\le0\), then \(a\le L\) and both inequalities reverse. Since \(g\) is continuous, it takes the value \(L\) between the two points.

**A starting bracket.** Suppose \(N(L)\ge0\). If \(U<L\), then \(N(U)\ge N(L)\ge0\), so \(U=L+cN(U)\ge L\), a contradiction. Thus \(U\ge L\), hence \(N(U)\le N(L)\), and \(L\le U\le L+cN(L)\).

**Gate efficiency.** Write \(U(L)\) for the solution and let \(N\) have slope \(-q\) there. The difference quotients of a nonincreasing function are never positive, so \(q\ge0\) and \(g'(U(L))=1+cq\ge1\). Screening makes \(U(L)\) continuous. For \(L'\ne L\), the identity \(g(U(L))=L\) gives \(U(L')\ne U(L)\) and

\[
\frac{U(L')-U(L)}{L'-L}
=\left[\frac{g(U(L'))-g(U(L))}{U(L')-U(L)}\right]^{-1}
\longrightarrow \frac{1}{1+cq}\qquad(L'\to L).
\]

**The ballistic charge.** Let \(\mu_S\) and \(\mu_D\) be the source and drain chemical potentials, \(kT>0\) the thermal energy and \(D\ge0\) the effective number of states at the barrier. For a two-dimensional channel with one parabolic subband, the density of states is constant above \(u\), and \(D\) is that constant, in states per unit energy, times \(kT\). Each reservoir fills half of the states:

\[
N(u)=\frac D2\left[\ln\!\left(1+e^{(\mu_S-u)/kT}\right)+\ln\!\left(1+e^{(\mu_D-u)/kT}\right)\right].
\]

Both terms decrease with \(u\). With \(x=(\mu-u)/kT\), the derivative of one logarithm is

\[
-\frac1{kT}\,\frac{e^x}{1+e^x}=-\frac{f_\mu(u)}{kT},
\qquad f_\mu(u)=\frac1{1+e^{(u-\mu)/kT}} .
\]

Adding the two contributions gives \(q=\frac{D}{2kT}(f_{\mu_S}+f_{\mu_D})\) at the barrier, and so

\[
\frac{dU}{dL}=\frac{1}{1+\dfrac{cD}{2kT}\,(f_{\mu_S}+f_{\mu_D})}.
\]

Because the solution is unique, a simulation that uses this barrier equation and this charge gets the same barrier from every root finder that converges to a solution, as long as \(L\), the chemical potentials and the other parameters are the same.

## A barrier at zero energy, worked through

Take \(kT=D=c=1\) and \(\mu_S=\mu_D=0\), so \(N(u)=\ln(1+e^{-u})\). At \(L=-\ln2\approx-0.693\) the solution is \(U=0\), because \(N(0)=\ln2\). The bracket runs from \(-0.693\) to \(-\ln2+\ln3\approx0.405\) and contains it. Both occupations are \(1/2\), so \(q=1/2\) and \(dU/dL=2/3\).

At \(L=\ln(4/3)\approx0.288\) the solution is \(U=\ln2\), since \(N(\ln2)=\ln(3/2)\). The gate term has risen by \(0.981\) and the barrier by only \(0.693\).

## A charge that jumps can leave no solution

Continuity is needed for existence. Let \(c=1\), with \(N(u)=1\) for \(u\le0\) and \(N(u)=0\) for \(u>0\), like a single sharp level at zero temperature. At \(L=-1/2\), a solution \(U\le0\) would have to equal \(1/2\), and a solution \(U>0\) would have to equal \(-1/2\). There is none.

## How the Lean statements describe the device

`SelfConsistent N c L U` is the equation itself, a relation between a charge function, a charging energy and two energies. The charge is any function `N : ℝ → ℝ`; `Antitone N` says that it is nonincreasing. The condition `0 ≤ c` stands for the mutual repulsion of the electrons: in a capacitor model \(c=e^2/C\), with \(e\) the elementary charge and \(C\) the total capacitance at the barrier. The case \(c=0\) is included and gives \(U=L\).

`existsUnique_barrier_and_screening` states your claim: `∃! U` for every `L`, together with the two screening inequalities. The screening inequalities don't depend on continuity, and `screening` states them without it. `barrier_bracket` and `gate_efficiency` are the bracket and the derivative; the former bounds a given solution, and the latter takes a function `U` that solves the equation at every gate term. `ballistic_transistor_gate_control` produces such a function for `ballisticCharge`, with \(D\ge0\) and \(kT>0\), and gives its derivative in terms of `fermi`. It doesn't state uniqueness, which follows from `screening` because `ballisticCharge` is nonincreasing under the same two conditions.

All energies are electron energies, so a more positive gate voltage lowers \(L\). In the capacitor model, raising the gate voltage by \(\delta V\) lowers \(L\) by \((C_G/C)\,e\,\delta V\), where \(C_G\) is the gate's part of \(C\). The derivative \(dU/dL\) is therefore the response to \(L\), and the response to the gate voltage \(V_G\) is \(dU/dV_G=-e\,(C_G/C)\,dU/dL\). The chemical potentials stay fixed while \(L\) varies; a change of drain bias alters \(N\) as well, and the screening inequality doesn't compare such cases. The half-and-half filling by the reservoirs is put in as a definition, not derived from a transport equation. Scattering, tunnelling, the shape of the potential along the channel and the current are not modelled.

```lean
import Mathlib

open Filter Topology

namespace BallisticTransistor

noncomputable section

/-- The barrier energy `U` is self-consistent at gate term `L` when it equals `L` plus the
charging energy `c` times the mobile charge `N U` at the barrier. -/
def SelfConsistent (N : ℝ → ℝ) (c L U : ℝ) : Prop := U = L + c * N U

/-- The Fermi occupation at energy `u` for chemical potential `μ` and thermal energy `kT > 0`. -/
def fermi (kT μ u : ℝ) : ℝ := 1 / (1 + Real.exp ((u - μ) / kT))

/-- The charge, in electrons, at a barrier of height `u` in a two-dimensional ballistic channel with
one parabolic subband. Half of the states are filled from the source and half from the drain; `D` is
the effective number of states and `kT > 0`. -/
def ballisticCharge (D kT μS μD u : ℝ) : ℝ :=
  D / 2 * (Real.log (1 + Real.exp ((μS - u) / kT)) + Real.log (1 + Real.exp ((μD - u) / kT)))

/-- For a nonincreasing barrier charge and `c ≥ 0`, raising the gate term never lowers the
self-consistent barrier, and never raises it by more than the gate term itself was raised. -/
theorem screening {N : ℝ → ℝ} (hN : Antitone N) {c : ℝ} (hc : 0 ≤ c) {L₁ L₂ U₁ U₂ : ℝ}
    (h₁ : SelfConsistent N c L₁ U₁) (h₂ : SelfConsistent N c L₂ U₂) (hL : L₁ ≤ L₂) :
    0 ≤ U₂ - U₁ ∧ U₂ - U₁ ≤ L₂ - L₁ := by
  unfold SelfConsistent at h₁ h₂
  have hU : U₁ ≤ U₂ := by
    by_contra h
    have h' : U₂ < U₁ := lt_of_not_ge h
    -- a lower barrier would hold no less charge, which contradicts the two equations
    have := mul_le_mul_of_nonneg_left (hN h'.le) hc
    linarith
  have := mul_le_mul_of_nonneg_left (hN hU) hc
  constructor <;> linarith

/-- For a continuous nonincreasing barrier charge and `c ≥ 0`, every gate term has exactly one
self-consistent barrier energy, and raising the gate term never lowers the barrier and never raises
it by more than the gate term was raised. -/
theorem existsUnique_barrier_and_screening {N : ℝ → ℝ} (hcont : Continuous N)
    (hN : Antitone N) {c : ℝ} (hc : 0 ≤ c) :
    (∀ L, ∃! U, SelfConsistent N c L U) ∧
    ∀ L₁ L₂ U₁ U₂, SelfConsistent N c L₁ U₁ → SelfConsistent N c L₂ U₂ → L₁ ≤ L₂ →
      0 ≤ U₂ - U₁ ∧ U₂ - U₁ ≤ L₂ - L₁ := by
  refine ⟨fun L => ?_, fun _ _ _ _ h₁ h₂ hL => screening hN hc h₁ h₂ hL⟩
  have hg : Continuous (fun u => u - c * N u) := continuous_id.sub (continuous_const.mul hcont)
  -- the points `L` and `L + c N(L)` bracket the solution
  have hex : L ∈ Set.range (fun u => u - c * N u) := by
    rcases le_total 0 (c * N L) with h | h
    · have hm := mul_le_mul_of_nonneg_left (hN (show L ≤ L + c * N L by linarith)) hc
      exact mem_range_of_exists_le_of_exists_ge hg
        ⟨L, by show L - c * N L ≤ L; linarith⟩
        ⟨L + c * N L, by show L ≤ L + c * N L - c * N (L + c * N L); linarith⟩
    · have hm := mul_le_mul_of_nonneg_left (hN (show L + c * N L ≤ L by linarith)) hc
      exact mem_range_of_exists_le_of_exists_ge hg
        ⟨L + c * N L, by show L + c * N L - c * N (L + c * N L) ≤ L; linarith⟩
        ⟨L, by show L ≤ L - c * N L; linarith⟩
  obtain ⟨U, hU⟩ := hex
  have hU' : U - c * N U = L := hU
  have hs : SelfConsistent N c L U := by
    unfold SelfConsistent
    linarith
  refine ⟨U, hs, fun V hV => ?_⟩
  have := screening hN hc hs hV le_rfl
  linarith [this.1, this.2]

/-- For a nonincreasing barrier charge and `c ≥ 0`, if the charge at the bare barrier `L` is
nonnegative, then a self-consistent barrier lies between `L` and `L + c N(L)`. -/
theorem barrier_bracket {N : ℝ → ℝ} (hN : Antitone N) {c : ℝ} (hc : 0 ≤ c) {L U : ℝ}
    (h : SelfConsistent N c L U) (hL : 0 ≤ N L) : L ≤ U ∧ U ≤ L + c * N L := by
  unfold SelfConsistent at h
  have hLU : L ≤ U := by
    by_contra h'
    have hlt : U < L := lt_of_not_ge h'
    have := mul_nonneg hc (hL.trans (hN hlt.le))
    linarith
  have := mul_le_mul_of_nonneg_left (hN hLU) hc
  exact ⟨hLU, by linarith⟩

/-- Let the barrier charge be nonincreasing, let `c ≥ 0`, and let `U` solve the barrier equation at
every gate term. If the charge has slope `-q` at `U L`, then `U` has derivative `1 / (1 + c q)` at
`L`. -/
theorem gate_efficiency {N : ℝ → ℝ} (hN : Antitone N) {c : ℝ} (hc : 0 ≤ c) {U : ℝ → ℝ}
    (hU : ∀ L, SelfConsistent N c L (U L)) {L q : ℝ} (hq : HasDerivAt N (-q) (U L)) :
    HasDerivAt U (1 / (1 + c * q)) L := by
  -- a nonincreasing charge has a nonpositive slope
  have hq0 : -q ≤ 0 := by
    refine le_of_tendsto (hasDerivAt_iff_tendsto_slope.mp hq) (Eventually.of_forall fun v => ?_)
    rw [slope_def_field]
    rcases le_total v (U L) with h | h
    · exact div_nonpos_of_nonneg_of_nonpos (sub_nonneg.mpr (hN h)) (sub_nonpos.mpr h)
    · exact div_nonpos_of_nonpos_of_nonneg (sub_nonpos.mpr (hN h)) (sub_nonneg.mpr h)
  have hcq : 0 ≤ c * q := mul_nonneg hc (by linarith)
  -- screening makes the barrier a continuous function of the gate term
  have hlip : LipschitzWith 1 U := by
    refine LipschitzWith.of_le_add fun x y => ?_
    rw [Real.dist_eq]
    rcases le_total x y with h | h
    · linarith [(screening hN hc (hU x) (hU y) h).1, abs_nonneg (x - y)]
    · linarith [(screening hN hc (hU y) (hU x) h).2, le_abs_self (x - y)]
  -- the barrier inverts the map `u ↦ u - c N(u)`
  have hg : HasDerivAt (fun u => u - c * N u) (1 - c * (-q)) (U L) :=
    (hasDerivAt_id' (U L)).fun_sub (hq.const_mul c)
  have hne : 1 - c * (-q) ≠ 0 := by
    have : 0 < 1 - c * (-q) := by linarith
    exact this.ne'
  have hinv : ∀ᶠ y in 𝓝 L, (fun u => u - c * N u) (U y) = y :=
    Eventually.of_forall fun y => by
      have h : U y = y + c * N (U y) := hU y
      show U y - c * N (U y) = y
      linarith
  refine (HasDerivAt.of_local_left_inverse hlip.continuous.continuousAt hg hne hinv).congr_deriv ?_
  rw [one_div]
  congr 1
  ring

/-- The ballistic charge is nonincreasing in the barrier energy, and its slope is
`-D / (2 kT)` times the sum of the source and drain occupations at the barrier. -/
theorem ballisticCharge_antitone_and_slope {D kT : ℝ} (hD : 0 ≤ D) (hT : 0 < kT) (μS μD : ℝ) :
    Antitone (ballisticCharge D kT μS μD) ∧
    ∀ u, HasDerivAt (ballisticCharge D kT μS μD)
      (-(D / (2 * kT) * (fermi kT μS u + fermi kT μD u))) u := by
  refine ⟨fun u v huv => ?_, fun u => ?_⟩
  · unfold ballisticCharge
    gcongr
  · -- each reservoir contributes its own Fermi occupation
    have key : ∀ μ : ℝ, HasDerivAt (fun v => Real.log (1 + Real.exp ((μ - v) / kT)))
        (-(fermi kT μ u) / kT) u := by
      intro μ
      have h1 : HasDerivAt (fun v => (μ - v) / kT) (-1 / kT) u :=
        ((hasDerivAt_id' u).const_sub μ).div_const kT
      have hE : 0 < Real.exp ((μ - u) / kT) := Real.exp_pos _
      have hE1 : 1 + Real.exp ((μ - u) / kT) ≠ 0 := by positivity
      have hf : fermi kT μ u
          = Real.exp ((μ - u) / kT) / (1 + Real.exp ((μ - u) / kT)) := by
        have hx : (u - μ) / kT = -((μ - u) / kT) := by ring
        unfold fermi
        rw [hx, Real.exp_neg, div_eq_div_iff (by positivity) hE1, one_mul, mul_add,
          mul_inv_cancel₀ hE.ne']
        ring
      refine ((h1.exp.const_add 1).log hE1).congr_deriv ?_
      rw [hf]
      ring
    refine (((key μS).fun_add (key μD)).const_mul (D / 2)).congr_deriv ?_
    ring

/-- With the ballistic charge and `c ≥ 0`, there is a function `U` that gives a self-consistent
barrier at every gate term, and its derivative is given by `c`, `D`, `kT` and the source and drain
occupations at the barrier. -/
theorem ballistic_transistor_gate_control {D kT c : ℝ} (hD : 0 ≤ D) (hT : 0 < kT) (hc : 0 ≤ c)
    (μS μD : ℝ) :
    ∃ U : ℝ → ℝ, ∀ L, SelfConsistent (ballisticCharge D kT μS μD) c L (U L) ∧
      HasDerivAt U
        (1 / (1 + c * (D / (2 * kT) * (fermi kT μS (U L) + fermi kT μD (U L))))) L := by
  obtain ⟨hanti, hder⟩ := ballisticCharge_antitone_and_slope hD hT μS μD
  have hcont : Continuous (ballisticCharge D kT μS μD) :=
    continuous_iff_continuousAt.mpr fun u => (hder u).continuousAt
  choose U hU using fun L => ((existsUnique_barrier_and_screening hcont hanti hc).1 L).exists
  exact ⟨U, fun L => ⟨hU L, gate_efficiency hanti hc hU (hder (U L))⟩⟩

end

end BallisticTransistor
```

```lean
#print axioms BallisticTransistor.barrier_bracket
#print axioms BallisticTransistor.ballistic_transistor_gate_control
```

```
'BallisticTransistor.barrier_bracket' depends on axioms: [propext, Classical.choice, Quot.sound]
'BallisticTransistor.ballistic_transistor_gate_control' depends on axioms: [propext, Classical.choice, Quot.sound]
```

## How the proofs follow the derivation

`screening` rules out \(U_2<U_1\) with `by_contra`. In both halves, `mul_le_mul_of_nonneg_left` multiplies the charge inequality by \(c\), and `linarith` combines it with the two equations.

In `existsUnique_barrier_and_screening`, `rcases le_total` splits on the sign of \(cN(L)\). The intermediate value theorem enters as `mem_range_of_exists_le_of_exists_ge`, which receives one point where \(g\le L\) and one where \(g\ge L\). Uniqueness is `screening` applied with `le_rfl`, the case of equal gate terms. `barrier_bracket` repeats the contradiction argument given above for the bracket.

`gate_efficiency` has four steps:

- `hq0` obtains \(-q\le0\) as a limit of nonpositive difference quotients, using `le_of_tendsto`.
- `hlip` turns screening into a Lipschitz bound with constant 1, which supplies continuity.
- `hg` differentiates \(g\), and `hne` shows that the slope is not zero.
- `hinv` records \(g(U(y))=y\), and `HasDerivAt.of_local_left_inverse` then does the work of the limit of inverted quotients.

In `ballisticCharge_antitone_and_slope`, `gcongr` proves monotonicity by comparing the two expressions part by part. The statement `key` differentiates one reservoir's logarithm by the chain rule, with `hf` rewriting the Fermi occupation as \(e^x/(1+e^x)\).

The final theorem gets continuity of the charge from its differentiability. It then uses `choose` to collect the solutions at all gate terms into one function and applies `gate_efficiency` to it.
